# Penalising exact eigenvectors: when a chosen level becomes the minimum energy

The penalty is modelled here as a term added to a real-valued energy function, not as a change to the operator, and the eigenvectors are given as data. Let $A$ be a linear operator with a finite orthonormal eigenbasis $v_i$ and real levels $E_i$. For a set $S$ of eigenvectors to be penalised, with strengths $\omega_i$, the function is

$$F(x)=\operatorname{Re}\langle x,Ax\rangle+\sum_{i\in S}\omega_i\,|\langle v_i,x\rangle|^2 .$$

If $e\notin S$, then $E_e$ is the minimum of $F$ over unit vectors exactly when $\omega_i\ge E_e-E_i$ for every $i\in S$ and $E_i\ge E_e$ for every $i\notin S$. With the levels labelled in increasing order from $E_0$ and a non-degenerate ground level, the choice $S=\{0\}$, $e=1$ with $\omega_0>E_1-E_0$ is one way to reach a first excited state by minimisation. For excited states in a finite basis, the criterion says how large the penalties must be when the penalised states are exact eigenvectors and the search covers all unit vectors.

In Lean, `𝕜` is the real or complex field, `V` the state space and `ι` the finite set of level labels. The finite basis makes `V` finite-dimensional, so continuous spectra are not covered.

```lean
import Mathlib

open Finset

namespace PenaltyDeflation

noncomputable section

variable {𝕜 V ι : Type*} [RCLike 𝕜] [NormedAddCommGroup V] [InnerProductSpace 𝕜 V] [Fintype ι]
```

The definition `penalizedEnergy` is $F$. Each $\omega_i$ is an artificial energy cost per unit of population in $v_i$, and its sign is left free.

```lean
/-- The real part of `⟨x, A x⟩` plus, for each `i` in the set `S`, `ω i` times the squared modulus
of the overlap of `x` with the basis vector `v i`. -/
def penalizedEnergy (A : V →ₗ[𝕜] V) (v : OrthonormalBasis ι 𝕜 V) (S : Finset ι)
    (ω : ι → ℝ) (x : V) : ℝ :=
  RCLike.re (inner 𝕜 x (A x)) + ∑ i ∈ S, ω i * ‖inner 𝕜 (v i) x‖ ^ 2
```

The level that $F$ assigns to $v_i$ is $\lambda_i=E_i+\omega_i$ for $i\in S$ and $\lambda_i=E_i$ otherwise. This is `shiftedLevel`. The docstrings say "deflated" for "penalised".

```lean
/-- The level `E i`, raised by `ω i` if `i` belongs to the deflated set `S`. -/
def shiftedLevel [DecidableEq ι] (E : ι → ℝ) (S : Finset ι) (ω : ι → ℝ) (i : ι) : ℝ :=
  E i + if i ∈ S then ω i else 0
```

## An orthonormal eigenbasis with real levels

The hypothesis `hA` states $Av_i=E_iv_i$. Physically, the penalised states are exact stationary states of $A$, and together with the others they span the whole space.

By hand, write $c_i=\langle v_i,x\rangle$, so that $x=\sum_i c_iv_i$ and $Ax=\sum_i c_iE_iv_i$. Since $\langle x,v_i\rangle=\overline{c_i}$,

$$\langle x,Ax\rangle=\sum_i c_iE_i\langle x,v_i\rangle=\sum_i E_i|c_i|^2 .$$

The proof follows the same order: `hx` expands $Ax$, and `h` turns the product of an overlap and its conjugate into a squared modulus.

```lean
/-- For an orthonormal eigenbasis with real levels, the real part of `⟨x, A x⟩` is the sum of the
levels weighted by the squared overlaps of `x` with the eigenvectors. -/
theorem energy_expansion {A : V →ₗ[𝕜] V} {v : OrthonormalBasis ι 𝕜 V} {E : ι → ℝ}
    (hA : ∀ i, A (v i) = (E i : 𝕜) • v i) (x : V) :
    RCLike.re (inner 𝕜 x (A x)) = ∑ i, E i * ‖inner 𝕜 (v i) x‖ ^ 2 := by
  -- expand `x` in the eigenbasis and let `A` act on each term
  have hx : A x = ∑ i, inner 𝕜 (v i) x • ((E i : 𝕜) • v i) := by
    conv_lhs => rw [← v.sum_repr' x]
    rw [map_sum]
    simp only [map_smul, hA]
  rw [hx, inner_sum, map_sum]
  refine Finset.sum_congr rfl fun i _ => ?_
  have h : inner 𝕜 (v i) x * inner 𝕜 x (v i) = ((‖inner 𝕜 (v i) x‖ ^ 2 : ℝ) : 𝕜) := by
    rw [← inner_conj_symm x (v i), RCLike.mul_conj, RCLike.ofReal_pow]
  rw [inner_smul_right, inner_smul_right, mul_left_comm, RCLike.re_ofReal_mul, h,
    RCLike.ofReal_re]
```

Adding the penalty raises the weight of $|c_i|^2$ by $\omega_i$ for $i\in S$:

$$F(x)=\sum_i E_i|c_i|^2+\sum_{i\in S}\omega_i|c_i|^2=\sum_i\lambda_i|c_i|^2 .$$

In Lean, the sum over $S$ is matched with a sum over all labels whose terms vanish outside $S$.

```lean
variable [DecidableEq ι]

/-- The penalised energy is the sum of the shifted levels weighted by the squared overlaps
with the eigenvectors. -/
theorem penalizedEnergy_expansion {A : V →ₗ[𝕜] V} {v : OrthonormalBasis ι 𝕜 V} {E : ι → ℝ}
    (hA : ∀ i, A (v i) = (E i : 𝕜) • v i) (S : Finset ι) (ω : ι → ℝ) (x : V) :
    penalizedEnergy A v S ω x = ∑ i, shiftedLevel E S ω i * ‖inner 𝕜 (v i) x‖ ^ 2 := by
  rw [penalizedEnergy, energy_expansion hA]
  simp only [shiftedLevel, add_mul, Finset.sum_add_distrib, ite_mul, zero_mul,
    Finset.sum_ite_mem, Finset.univ_inter]
```

At $x=v_j$, orthonormality gives $c_i=\delta_{ij}$, hence $F(v_j)=\lambda_j$. The proof isolates the term $i=j$ with `Finset.sum_eq_single` and shows that the others are zero.

```lean
/-- At an eigenvector the penalised energy equals the shifted level. -/
theorem penalizedEnergy_eigenvector {A : V →ₗ[𝕜] V} {v : OrthonormalBasis ι 𝕜 V} {E : ι → ℝ}
    (hA : ∀ i, A (v i) = (E i : 𝕜) • v i) (S : Finset ι) (ω : ι → ℝ) (j : ι) :
    penalizedEnergy A v S ω (v j) = shiftedLevel E S ω j := by
  have h := orthonormal_iff_ite.mp v.orthonormal
  rw [penalizedEnergy_expansion hA, Finset.sum_eq_single j]
  · rw [h j j]
    simp
  · intro i _ hij
    rw [h i j, if_neg hij]
    simp
  · intro hj
    exact absurd (Finset.mem_univ j) hj
```

If the penalised vector is not an eigenvector, it can happen that no penalty strength makes the target level the minimum. Take $A=\operatorname{diag}(0,1)$ and penalise $(1,1)/\sqrt2$. The unit vector $(1,-1)/\sqrt2$ is orthogonal to it, pays no penalty and has energy $1/2$, so the minimum stays below the upper level $1$ however large $\omega$ is. This and the other small counterexamples in this note are worked by hand and have no place in the Lean file.

## Unit norm

The condition $\|x\|=1$ means that the populations $|c_i|^2$ add up to one. By hand, it is what allows a reference energy $\varepsilon$ to be moved inside the sum:

$$F(x)-\varepsilon=\sum_i\lambda_i|c_i|^2-\varepsilon\sum_i|c_i|^2=\sum_i(\lambda_i-\varepsilon)|c_i|^2 .$$

In the proof, `hp` is Parseval's identity combined with `hx`, and the remaining steps distribute the sum.

```lean
/-- For a unit vector, the excess of the penalised energy over a reference energy `ε` is the
weighted sum of the excesses of the shifted levels. -/
theorem penalizedEnergy_sub {A : V →ₗ[𝕜] V} {v : OrthonormalBasis ι 𝕜 V} {E : ι → ℝ}
    (hA : ∀ i, A (v i) = (E i : 𝕜) • v i) (S : Finset ι) (ω : ι → ℝ) (ε : ℝ)
    {x : V} (hx : ‖x‖ = 1) :
    penalizedEnergy A v S ω x - ε
      = ∑ i, (shiftedLevel E S ω i - ε) * ‖inner 𝕜 (v i) x‖ ^ 2 := by
  -- the squared overlaps of a unit vector add up to one
  have hp : ∑ i, ‖inner 𝕜 (v i) x‖ ^ 2 = 1 := by
    rw [v.sum_sq_norm_inner_right x, hx, one_pow]
  simp only [sub_mul, Finset.sum_sub_distrib]
  rw [← Finset.mul_sum, hp, mul_one, penalizedEnergy_expansion hA]
```

Without normalisation, $F$ scales as $|t|^2$ when $x$ is replaced by $tx$. Its value at $x=0$ is zero, so a positive $E_e$ could not be the minimum, and a negative one would be undercut by longer multiples of $v_e$.

## An unpenalised target, sufficient penalties and no lower competitor

Three conditions meet in the central theorem.

- The target is not penalised: `he` says $e\notin S$. By hand this gives $F(v_e)=\lambda_e=E_e$, so the value $E_e$ is reached.
- Each penalty covers its gap: $\omega_i\ge E_e-E_i$ for $i\in S$. Every penalised level is then lifted to $E_e$ or above.
- Every unpenalised level satisfies $E_i\ge E_e$. The target is the lowest of the states left alone.

Under the last two conditions, $\lambda_i-E_e\ge0$ for all $i$. The excess formula with $\varepsilon=E_e$ gives

$$F(x)-E_e=\sum_i(\lambda_i-E_e)|c_i|^2\ge0$$

for every unit vector, and $v_e$ attains equality.

Conversely, suppose that $E_e$ is the minimum. Each $v_i$ is a unit vector, so $E_e\le F(v_i)=\lambda_i$. For $i\in S$ this reads $E_e\le E_i+\omega_i$, and for $i\notin S$ it reads $E_e\le E_i$. These are the two conditions.

The Lean statement takes the image of the unit sphere under `penalizedEnergy`. `IsLeast` says that `E e` belongs to this set of values and is a lower bound for it. In the proof, `hl` tests the bound on eigenvectors for the forward direction, while `hs` is the non-negative excess for the reverse, with one case for $i\in S$ and one for $i\notin S$.

```lean
/-- An undeflated level `E e` is the minimum of the penalised energy over unit vectors exactly
when each penalty is at least the gap from its deflated level to `E e` and no other undeflated
level lies below `E e`. -/
theorem isLeast_penalizedEnergy_iff {A : V →ₗ[𝕜] V} {v : OrthonormalBasis ι 𝕜 V} {E : ι → ℝ}
    (hA : ∀ i, A (v i) = (E i : 𝕜) • v i) {S : Finset ι} (ω : ι → ℝ) {e : ι} (he : e ∉ S) :
    IsLeast (penalizedEnergy A v S ω '' {x | ‖x‖ = 1}) (E e) ↔
      (∀ i ∈ S, E e - E i ≤ ω i) ∧ ∀ i, i ∉ S → E e ≤ E i := by
  constructor
  · intro h
    -- test the lower bound on the eigenvectors
    have hl : ∀ i, E e ≤ shiftedLevel E S ω i := fun i => by
      rw [← penalizedEnergy_eigenvector hA S ω i]
      exact h.2 ⟨v i, v.orthonormal.1 i, rfl⟩
    refine ⟨fun i hi => ?_, fun i hi => ?_⟩
    · have := hl i
      rw [shiftedLevel, if_pos hi] at this
      linarith
    · have := hl i
      rw [shiftedLevel, if_neg hi] at this
      linarith
  · rintro ⟨h1, h2⟩
    refine ⟨⟨v e, v.orthonormal.1 e, ?_⟩, ?_⟩
    · rw [penalizedEnergy_eigenvector hA, shiftedLevel, if_neg he, add_zero]
    · rintro _ ⟨x, hx, rfl⟩
      -- every term of the excess energy is non-negative
      have hs : 0 ≤ ∑ i, (shiftedLevel E S ω i - E e) * ‖inner 𝕜 (v i) x‖ ^ 2 := by
        refine Finset.sum_nonneg fun i _ => mul_nonneg ?_ (sq_nonneg _)
        by_cases hi : i ∈ S
        · rw [shiftedLevel, if_pos hi]
          linarith [h1 i hi]
        · rw [shiftedLevel, if_neg hi]
          linarith [h2 i hi]
      rw [← penalizedEnergy_sub hA S ω (E e) hx] at hs
      linarith
```

The equivalence itself says what happens when a penalty is too small or an unpenalised level lies lower: $E_e$ is no longer the minimum, because the corresponding eigenvector has a smaller value of $F$. The condition $e\notin S$ is of a different kind, since it is assumed for both directions. In a one-state system with $S=\{e\}$ and $\omega_e=1$, both inequalities hold, yet the only value of $F$ on unit vectors is $E_e+1$.

When $S$ is empty, the theorem reduces to the variational principle for the lowest level in this finite setting.

## Strict gaps for a unique minimiser

The minimum value may be right while the minimising state is ambiguous. The hypothesis `hgap` excludes this by requiring $\lambda_i>E_e$ for all $i\ne e$: penalties exceed their gaps strictly, and every other unpenalised level lies strictly above the target.

By hand, let $x$ be a unit vector with $F(x)=E_e$. Then

$$0=\sum_i(\lambda_i-E_e)|c_i|^2 .$$

All terms are non-negative, so each one vanishes. For $i\ne e$ the first factor is positive, which forces $c_i=0$. Hence $x=c_ev_e$, and taking norms gives $|c_e|=1$. The state is $v_e$ up to a phase, or up to a sign over the real numbers.

In Lean, `hn` records that the terms are non-negative, `hz` removes the other overlaps, and `hxe` rebuilds $x$ from the one that remains.

```lean
/-- If `e` is not in `S` and all other shifted levels lie strictly above `E e`, a unit vector with
penalised energy `E e` is a scalar of modulus one times the eigenvector `v e`. -/
theorem minimizer_unique {A : V →ₗ[𝕜] V} {v : OrthonormalBasis ι 𝕜 V} {E : ι → ℝ}
    (hA : ∀ i, A (v i) = (E i : 𝕜) • v i) {S : Finset ι} {ω : ι → ℝ} {e : ι} (he : e ∉ S)
    (hgap : ∀ i, i ≠ e → E e < shiftedLevel E S ω i) {x : V} (hx : ‖x‖ = 1)
    (hmin : penalizedEnergy A v S ω x = E e) : ∃ c : 𝕜, ‖c‖ = 1 ∧ x = c • v e := by
  have hs := penalizedEnergy_sub hA S ω (E e) hx
  rw [hmin, sub_self] at hs
  have hn : ∀ i ∈ Finset.univ, 0 ≤ (shiftedLevel E S ω i - E e) * ‖inner 𝕜 (v i) x‖ ^ 2 := by
    intro i _
    refine mul_nonneg ?_ (sq_nonneg _)
    by_cases hi : i = e
    · rw [hi, shiftedLevel, if_neg he]
      linarith
    · linarith [hgap i hi]
  -- a vanishing sum of non-negative terms removes all overlaps except the one with `v e`
  have hz : ∀ i, i ≠ e → inner 𝕜 (v i) x = 0 := by
    intro i hi
    have h0 := (Finset.sum_eq_zero_iff_of_nonneg hn).mp hs.symm i (Finset.mem_univ i)
    rcases mul_eq_zero.mp h0 with h | h
    · linarith [hgap i hi]
    · exact norm_eq_zero.mp (pow_eq_zero_iff two_ne_zero |>.mp h)
  have hxe : x = inner 𝕜 (v e) x • v e := by
    conv_lhs => rw [← v.sum_repr' x]
    refine Finset.sum_eq_single e (fun i _ hi => ?_) (fun h => absurd (Finset.mem_univ e) h)
    rw [hz i hi, zero_smul]
  refine ⟨inner 𝕜 (v e) x, ?_, hxe⟩
  have h := congrArg norm hxe
  rw [norm_smul, v.orthonormal.1 e, mul_one, hx] at h
  exact h.symm
```

Suppose that $E_e$ is the minimum and that one penalty equals its gap, $\omega_i=E_e-E_i$. Then $v_i$ and $v_e$ have the same penalised energy. Every normalised combination of the two is also a minimiser, so a minimisation may return a superposition of the penalised state and the target. A penalty at the threshold therefore secures the minimum value of $F$ but not the eigenvector, and if $E_i\ne E_e$ the expectation value of $A$ in such a superposition, with a non-zero component along $v_i$, is not $E_e$.

## One penalised state of a real matrix

For a real matrix, `g` labels the penalised state and `e` the target; the familiar case is $g=0$, $e=1$. The function becomes

$$F(x)=\langle x,Ax\rangle+\omega\langle v_g,x\rangle^2 .$$

`Matrix.toEuclideanLin A` is the matrix acting on column vectors with the Euclidean inner product. The hypothesis `hge` says that the two labels differ, which requires a matrix of size at least $2$. The hypothesis `hE` puts every level other than $E_g$ at or above $E_e$, and `hω` is the gap condition $\omega\ge E_e-E_g$.

By hand, set $S=\{g\}$ in the general result. The shifted levels are $E_g+\omega\ge E_e$ and $E_i\ge E_e$ for $i\ne g$, so the minimum is $E_e$, and $F(v_e)=E_e$ because $\langle v_g,v_e\rangle=0$. The proof identifies the two forms of the function in `hF`, applies the reverse direction of the equivalence, and evaluates at $v_e$.

```lean
/-- For a real matrix with an orthonormal eigenbasis and labels `g ≠ e`, a penalty on `v g` of at
least `E e - E g` makes `E e` the minimum of the penalised function `F` over unit vectors, attained
at `v e`, provided all levels other than `E g` are at least `E e`. -/
theorem matrix_penalty_method {A : Matrix ι ι ℝ} {v : OrthonormalBasis ι ℝ (EuclideanSpace ℝ ι)}
    {E : ι → ℝ} (hA : ∀ i, Matrix.toEuclideanLin A (v i) = E i • v i) {g e : ι} (hge : g ≠ e)
    (hE : ∀ i, i ≠ g → E e ≤ E i) {ω : ℝ} (hω : E e - E g ≤ ω) :
    let F := fun x : EuclideanSpace ℝ ι =>
      inner ℝ x (Matrix.toEuclideanLin A x) + ω * (inner ℝ (v g) x) ^ 2
    IsLeast (F '' {x | ‖x‖ = 1}) (E e) ∧ F (v e) = E e := by
  intro F
  have hA' : ∀ i, Matrix.toEuclideanLin A (v i) = ((E i : ℝ) : ℝ) • v i := hA
  have he : e ∉ ({g} : Finset ι) := by
    rw [Finset.mem_singleton]
    exact hge.symm
  have hF : penalizedEnergy (Matrix.toEuclideanLin A) v {g} (fun _ => ω) = F := by
    funext x
    simp only [F, penalizedEnergy, Finset.sum_singleton, RCLike.re_to_real,
      Real.norm_eq_abs, sq_abs]
  rw [← hF]
  refine ⟨(isLeast_penalizedEnergy_iff hA' _ he).mpr ⟨fun i hi => ?_, fun i hi => ?_⟩, ?_⟩
  · rw [Finset.mem_singleton.mp hi]
    exact hω
  · exact hE i fun h => hi (Finset.mem_singleton.mpr h)
  · rw [penalizedEnergy_eigenvector hA', shiftedLevel, if_neg he, add_zero]
```

The order $E_g\le E_e$ is not among the hypotheses. If $E_g$ already lies above $E_e$, the gap condition even admits some negative $\omega$. In the deflation setting, where $E_g$ is the ground-state energy, the condition asks for a non-negative penalty at least as large as the excitation energy.

## Symmetry as the source of the eigenbasis

The matrix theorem assumes an eigenbasis and does not mention symmetry. For a real matrix, `A.IsHermitian` means that $A$ is symmetric, and the spectral theorem then supplies real eigenvalues and an orthonormal eigenbasis. The last theorem confirms that Mathlib's `eigenvectorBasis` and `eigenvalues` satisfy the equation required by `hA`. Its proof passes from Euclidean vectors to plain coordinate vectors and uses Mathlib's eigenvector identity.

By hand, this is the step $Av_i=E_iv_i$ on which the first expansion rests. To treat a symmetric matrix of size at least $2$, take $g$ to label a lowest eigenvalue and $e$ a lowest one among the rest; `hE` then holds, with degeneracies allowed.

Without symmetry a real matrix has no orthonormal eigenbasis with real levels, since such a basis would make the matrix symmetric. A rotation of the plane by a right angle has no real eigenvector at all, so there is no state to penalise and no level to target.

```lean
/-- The spectral eigenbasis and eigenvalues of any real symmetric matrix satisfy the
eigenvector equation assumed in the penalty method. -/
theorem symmetric_matrix_witness {A : Matrix ι ι ℝ} (hA : A.IsHermitian) (i : ι) :
    Matrix.toEuclideanLin A (hA.eigenvectorBasis i)
      = hA.eigenvalues i • hA.eigenvectorBasis i := by
  apply WithLp.ofLp_injective 2
  exact hA.mulVec_eigenvectorBasis i

end

end PenaltyDeflation
```

```lean
#print axioms PenaltyDeflation.isLeast_penalizedEnergy_iff
#print axioms PenaltyDeflation.minimizer_unique
#print axioms PenaltyDeflation.matrix_penalty_method
```

```
'PenaltyDeflation.isLeast_penalizedEnergy_iff' depends on axioms: [propext, Classical.choice, Quot.sound]
'PenaltyDeflation.minimizer_unique' depends on axioms: [propext, Classical.choice, Quot.sound]
'PenaltyDeflation.matrix_penalty_method' depends on axioms: [propext, Classical.choice, Quot.sound]
```
